# Square Hankel matrices of consecutive Boys functions are positive definite at every real argument

Coulomb integrals over Gaussian basis functions reduce to the Boys function F_n(x), which is defined here by its integral over [0,1] for every real x, and not by the incomplete gamma function, whose usual formula divides by a power of x and needs a separate case at x = 0. For each natural number n,

F_n(x) = ∫₀¹ t^(2n) exp(−x t²) dt.

In a Coulomb integral over real Gaussians x is an exponent factor times a squared distance, so it is never negative. The integral makes sense for negative x as well, and the results below need no restriction on the sign.

## A positive definite matrix, an inequality and a polynomial

Fix a real x, a size N and a shift m, where N and m are natural numbers and may be zero. Let H be the N × N matrix with entries

H_ij = F_(m+i+j)(x), 0 ≤ i, j < N.

Then H is positive definite: it is symmetric, and Σ_ij c_i H_ij c_j > 0 for every nonzero real vector c.

Two consequences are also proved. The first is a strict inequality between three consecutive Boys functions:

F_(m+1)(x)² < F_m(x) F_(m+2)(x).

Its Lean name is `boys_turan`. The direction is opposite to that of Turán's inequality for Legendre polynomials.

The second concerns polynomials in t². For each N there is exactly one monic polynomial of degree N in t²,

R(t) = t^(2N) + Σ_j c_j t^(2j), 0 ≤ j < N,

that is orthogonal to every t^(2i) with 0 ≤ i < N under the weight exp(−x t²) on [0,1]. This is the Rys polynomial, with leading coefficient 1; textbooks often scale it to unit norm instead.

## Rys quadrature and tables of Boys functions

An electron repulsion integral over four primitive Gaussians can be written as the integral over [0,1] of a polynomial in t² times exp(−x t²). Rys quadrature evaluates it as a finite weighted sum, with nodes at the positive zeros of R. One way to obtain R is to compute the even moments of the weight, which are the Boys functions, and to solve a linear system for the coefficients c_j. The matrix of that system is H with m = 0. Positive definiteness means that the system has one solution for every N and x, and that a Cholesky factorisation of the exact matrix, carried out without rounding, meets only positive pivots.

The inequality gives a consistency condition on a table or an interpolation scheme for F_n(x). If three consecutive values at the same x violate it by more than their error bounds permit, at least one of them is wrong. Satisfying it does not show that the values are right.

The theorems concern the functions F_n(x) and not the assembled integrals.

## From a squared polynomial to a positive integral

**The quadratic form.** Take a real vector c with components c_0, …, c_(N−1) and set

p(t) = Σ_i c_i t^(2i).

The square of p is a double sum,

p(t)² = Σ_ij c_i c_j t^(2(i+j)).

Multiply by t^(2m) exp(−x t²) and integrate over [0,1]. The sum is finite and each term is continuous, so the integral can be taken term by term:

∫₀¹ t^(2m) p(t)² exp(−x t²) dt = Σ_ij c_i c_j F_(m+i+j)(x) = Σ_ij c_i H_ij c_j.

**A point where p is nonzero.** Suppose c is nonzero, which requires N ≥ 1. If p vanished on all of (0,1], then with s = t² the polynomial

q(s) = Σ_i c_i s^i

would vanish for every s in (0,1]. A polynomial with infinitely many roots is the zero polynomial, so every c_i would be zero, against the assumption. Hence p(t₀) ≠ 0 for some t₀ in (0,1].

**Positivity.** The integrand t^(2m) p(t)² exp(−x t²) is continuous and nonnegative on [0,1]. At t₀ all three factors are positive; t₀ > 0 ensures this for t^(2m). By continuity the integrand stays positive on an interval next to t₀ inside [0,1], so the integral is positive. The entries of H depend on i and j only through i + j, so H is symmetric. Together these facts say that H is positive definite. For N = 0 there is no nonzero vector and the condition holds trivially.

**The inequality.** A positive definite matrix has a positive determinant. For N = 2 this reads

F_m(x) F_(m+2)(x) − F_(m+1)(x)² > 0.

**The Rys polynomial.** Insert R into the orthogonality condition for t^(2i) and integrate term by term:

∫₀¹ t^(2i) R(t) exp(−x t²) dt = F_(i+N)(x) + Σ_j F_(i+j)(x) c_j.

Requiring this to vanish for 0 ≤ i < N gives

Σ_j F_(i+j)(x) c_j = −F_(i+N)(x).

The matrix on the left is H with m = 0. Its determinant is positive, so it has an inverse, and the system has exactly one solution c. For N = 0 there are no conditions and R = 1.

## Definitions and theorems in Lean

```lean
import Mathlib

open Matrix

namespace BoysHankel

noncomputable section

/-- The Boys function `F_n(x) = ∫₀¹ t^(2n) exp(-x t²) dt`, for any real `x`. -/
def boys (n : ℕ) (x : ℝ) : ℝ :=
  ∫ t in (0 : ℝ)..1, t ^ (2 * n) * Real.exp (-x * t ^ 2)

/-- The `N × N` Hankel matrix of Boys functions with entries `F_(m+i+j)(x)`;
the shift `m = 0` gives the entries `F_(i+j)(x)`. -/
def boysHankel (m N : ℕ) (x : ℝ) : Matrix (Fin N) (Fin N) ℝ :=
  Matrix.of fun i j => boys (m + i + j) x

/-- The quadratic form of the Hankel matrix is the integral of the squared even polynomial
`∑ c_i t^(2i)` against the weight `t^(2m) exp(-x t²)` on `[0,1]`. -/
theorem quadratic_form_eq_integral (m N : ℕ) (x : ℝ) (c : Fin N → ℝ) :
    c ⬝ᵥ (boysHankel m N x *ᵥ c) =
      ∫ t in (0 : ℝ)..1,
        t ^ (2 * m) * (∑ i, c i * t ^ (2 * (i : ℕ))) ^ 2 * Real.exp (-x * t ^ 2) := by
  -- expand the square into a double sum of Boys integrands
  have key : ∀ t : ℝ,
      t ^ (2 * m) * (∑ i, c i * t ^ (2 * (i : ℕ))) ^ 2 * Real.exp (-x * t ^ 2) =
        ∑ i : Fin N, ∑ j : Fin N,
          c i * c j * (t ^ (2 * (m + (i : ℕ) + (j : ℕ))) * Real.exp (-x * t ^ 2)) := by
    intro t
    rw [sq (∑ i, c i * t ^ (2 * (i : ℕ))), Finset.sum_mul_sum, Finset.mul_sum,
      Finset.sum_mul]
    refine Finset.sum_congr rfl fun i _ => ?_
    rw [Finset.mul_sum, Finset.sum_mul]
    refine Finset.sum_congr rfl fun j _ => ?_
    ring
  simp only [key]
  -- integrate term by term
  rw [intervalIntegral.integral_finsetSum]
  · simp only [dotProduct, Matrix.mulVec, Finset.mul_sum]
    refine Finset.sum_congr rfl fun i _ => ?_
    rw [intervalIntegral.integral_finsetSum]
    · refine Finset.sum_congr rfl fun j _ => ?_
      rw [intervalIntegral.integral_const_mul]
      change c i * (boys (m + i + j) x * c j) = c i * c j * boys (m + i + j) x
      ring
    · intro j _
      exact Continuous.intervalIntegrable (by fun_prop) _ _
  · intro i _
    exact Continuous.intervalIntegrable (by fun_prop) _ _

/-- An even polynomial `∑ c_i t^(2i)` whose coefficients are not all zero is nonzero
somewhere in `(0,1]`. -/
theorem exists_even_poly_ne_zero {N : ℕ} {c : Fin N → ℝ} (hc : c ≠ 0) :
    ∃ t ∈ Set.Ioc (0 : ℝ) 1, ∑ i, c i * t ^ (2 * (i : ℕ)) ≠ 0 := by
  by_contra hcon
  have h : ∀ t ∈ Set.Ioc (0 : ℝ) 1, ∑ i, c i * t ^ (2 * (i : ℕ)) = 0 := by
    intro t ht
    by_contra h0
    exact hcon ⟨t, ht, h0⟩
  -- in the variable s = t², every point of (0,1] would be a root
  have hq : (∑ i : Fin N, Polynomial.C (c i) * Polynomial.X ^ (i : ℕ)) = 0 := by
    apply Polynomial.eq_zero_of_infinite_isRoot
    refine (Set.Ioc_infinite (zero_lt_one (α := ℝ))).mono fun s hs => ?_
    have h1 := h (Real.sqrt s) ⟨Real.sqrt_pos.2 hs.1, Real.sqrt_le_one.2 hs.2⟩
    simp only [pow_mul, Real.sq_sqrt hs.1.le] at h1
    simpa [Polynomial.IsRoot, Polynomial.eval_finsetSum] using h1
  apply hc
  funext i
  have h2 := congrArg (fun p => Polynomial.coeff p (i : ℕ)) hq
  simpa [Polynomial.finsetSum_coeff, Polynomial.coeff_X_pow, Fin.val_inj] using h2

/-- For every real `x`, every size `N` and every shift `m`, the Hankel matrix of Boys
functions `F_(m+i+j)(x)` is positive definite. -/
theorem boysHankel_posDef (m N : ℕ) (x : ℝ) : (boysHankel m N x).PosDef := by
  rw [Matrix.posDef_iff_dotProduct_mulVec]
  refine ⟨Matrix.IsHermitian.ext fun i j => ?_, ?_⟩
  · change star (boys (m + j + i) x) = boys (m + i + j) x
    rw [star_trivial, Nat.add_right_comm]
  · intro c hc
    rw [star_trivial, quadratic_form_eq_integral]
    obtain ⟨t, ht, hne⟩ := exists_even_poly_ne_zero hc
    -- a continuous nonnegative integrand that is positive at t
    refine intervalIntegral.integral_pos zero_lt_one
      (Continuous.continuousOn (by fun_prop)) ?_ ⟨t, ⟨ht.1.le, ht.2⟩, ?_⟩
    · intro s hs
      have hs0 : 0 ≤ s := hs.1.le
      positivity
    · have ht0 : 0 < t := ht.1
      exact mul_pos (mul_pos (pow_pos ht0 _) (pow_pos_of_ne hne)) (Real.exp_pos _)
where
  /-- The square of a nonzero real number is positive. -/
  pow_pos_of_ne {a : ℝ} (ha : a ≠ 0) : 0 < a ^ 2 := by positivity

/-- Three consecutive Boys functions satisfy `F_(m+1)(x)² < F_m(x) F_(m+2)(x)` for every real `x`.
-/
theorem boys_turan (m : ℕ) (x : ℝ) :
    boys (m + 1) x ^ 2 < boys m x * boys (m + 2) x := by
  have h := (boysHankel_posDef m 2 x).det_pos
  rw [Matrix.det_fin_two] at h
  have h' : 0 < boys m x * boys (m + 2) x - boys (m + 1) x * boys (m + 1) x := h
  linarith [sq (boys (m + 1) x)]

/-- The overlap of `t^(2i)` with the monic even polynomial `t^(2N) + ∑ c_j t^(2j)` under the
weight `exp(-x t²)` on `[0,1]` is a linear combination of Boys functions. -/
theorem overlap_eq_boys (N i : ℕ) (x : ℝ) (c : Fin N → ℝ) :
    ∫ t in (0 : ℝ)..1, t ^ (2 * i) * (t ^ (2 * N) + ∑ j, c j * t ^ (2 * (j : ℕ))) *
        Real.exp (-x * t ^ 2) =
      boys (i + N) x + ∑ j : Fin N, boys (i + j) x * c j := by
  have key : ∀ t : ℝ, t ^ (2 * i) * (t ^ (2 * N) + ∑ j, c j * t ^ (2 * (j : ℕ))) *
      Real.exp (-x * t ^ 2) = t ^ (2 * (i + N)) * Real.exp (-x * t ^ 2) +
        ∑ j : Fin N, c j * (t ^ (2 * (i + (j : ℕ))) * Real.exp (-x * t ^ 2)) := by
    intro t
    rw [mul_add, add_mul, Finset.mul_sum, Finset.sum_mul]
    refine congrArg₂ (· + ·) (by ring) (Finset.sum_congr rfl fun j _ => by ring)
  simp only [key]
  rw [intervalIntegral.integral_add]
  · rw [intervalIntegral.integral_finsetSum]
    · refine congrArg₂ (· + ·) rfl (Finset.sum_congr rfl fun j _ => ?_)
      rw [intervalIntegral.integral_const_mul]
      exact mul_comm _ _
    · intro j _
      exact Continuous.intervalIntegrable (by fun_prop) _ _
  · exact Continuous.intervalIntegrable (by fun_prop) _ _
  · exact Continuous.intervalIntegrable (by fun_prop) _ _

/-- Rys polynomials: for every real `x` and every `N` there is exactly one monic polynomial of
degree `N` in `t²` that is orthogonal to every `t^(2i)` with `i < N` under the weight `exp(-x t²)`
on `[0,1]`. -/
theorem existsUnique_rys_polynomial (N : ℕ) (x : ℝ) :
    ∃! c : Fin N → ℝ, ∀ i : Fin N,
      ∫ t in (0 : ℝ)..1, t ^ (2 * (i : ℕ)) *
        (t ^ (2 * N) + ∑ j, c j * t ^ (2 * (j : ℕ))) * Real.exp (-x * t ^ 2) = 0 := by
  have hdet : IsUnit (boysHankel 0 N x).det := (boysHankel_posDef 0 N x).det_pos.ne'.isUnit
  -- orthogonality is a linear system with the Hankel matrix
  have hiff : ∀ c : Fin N → ℝ, (∀ i : Fin N,
      ∫ t in (0 : ℝ)..1, t ^ (2 * (i : ℕ)) *
        (t ^ (2 * N) + ∑ j, c j * t ^ (2 * (j : ℕ))) * Real.exp (-x * t ^ 2) = 0) ↔
      boysHankel 0 N x *ᵥ c = fun i : Fin N => -boys (i + N) x := by
    intro c
    rw [funext_iff]
    refine forall_congr' fun i => ?_
    have hrow : (boysHankel 0 N x *ᵥ c) i = ∑ j : Fin N, boys (i + j) x * c j := by
      simp [boysHankel, Matrix.mulVec, dotProduct]
    rw [overlap_eq_boys, hrow]
    constructor <;> intro h <;> linarith
  refine ⟨(boysHankel 0 N x)⁻¹ *ᵥ (fun i : Fin N => -boys (i + N) x),
    (hiff _).2 ?_, fun c hc => ?_⟩
  · rw [Matrix.mulVec_mulVec, Matrix.mul_nonsing_inv _ hdet, Matrix.one_mulVec]
  · rw [← (hiff c).1 hc, Matrix.mulVec_mulVec, Matrix.nonsing_inv_mul _ hdet,
      Matrix.one_mulVec]

end

end BoysHankel
```

```lean
#print axioms BoysHankel.boysHankel_posDef
#print axioms BoysHankel.boys_turan
#print axioms BoysHankel.existsUnique_rys_polynomial
```

```
'BoysHankel.boysHankel_posDef' depends on axioms: [propext, Classical.choice, Quot.sound]
'BoysHankel.boys_turan' depends on axioms: [propext, Classical.choice, Quot.sound]
'BoysHankel.existsUnique_rys_polynomial' depends on axioms: [propext, Classical.choice, Quot.sound]
```

## What the Lean statements say about the integrals

`boys n x` is F_n(x), written as an interval integral from 0 to 1. The order `n` is a natural number and `x` is any real number. `boysHankel m N x` is the matrix H. Its rows and columns are indexed by `Fin N`, that is, by 0, …, N−1, as in the formulas above. The letter m is the shift of the matrix here, whereas many texts use it for the order of the Boys function.

`boysHankel_posDef` states that H is `PosDef` for all `m`, `N` and `x`, with no further hypothesis. Mathlib's `PosDef` includes the Hermitian property, which for a real matrix is symmetry. `boys_turan` is the strict inequality. In `existsUnique_rys_polynomial` the symbol `∃!` means "there is exactly one", and it applies to the vector `c` of lower coefficients of R. The leading coefficient is fixed at 1 by the explicit term `t ^ (2 * N)`. The same letter `c` stands for an arbitrary test vector in the lemmas on the quadratic form.

## The lemmas behind positivity and uniqueness

`quadratic_form_eq_integral` is the identity between the quadratic form and the weighted integral of p². Its local statement `key` expands the square at each fixed t. The integral is then moved inside the two finite sums, one after the other, and the constant c_i c_j is taken out. Each exchange needs integrability, which follows from continuity.

`exists_even_poly_ne_zero` supplies t₀. It argues by contradiction and evaluates p at the square root of s, so that every s in (0,1] becomes a root of q. Mathlib's `Polynomial.eq_zero_of_infinite_isRoot` then gives q = 0, and comparing coefficients gives c = 0.

`boysHankel_posDef` combines the two. Symmetry comes from exchanging the two indices in the sum m + i + j. For the strict inequality, `intervalIntegral.integral_pos` takes a continuous function that is nonnegative on the interval and positive at one point, and returns a positive integral. This replaces the argument with a small interval next to t₀.

`boys_turan` applies the theorem with N = 2 and writes out the determinant.

`overlap_eq_boys` computes the overlap of t^(2i) with R as a combination of Boys functions. In `existsUnique_rys_polynomial`, the local equivalence `hiff` turns the orthogonality conditions into the linear system. Multiplying the right-hand side by the inverse matrix gives a solution, and multiplying any solution's equation by the inverse shows that it is the same one.

## Exact integrals, not computed values

The theorems hold for every N, every m and every real x, including x = 0 and negative x. The exact Hankel matrix is therefore never singular, whatever the geometry or the exponents.

They concern exact real numbers. They give no explicit positive lower bound on the smallest eigenvalue of H, so they do not say how accurately the entries must be known. Rounding errors in the entries can make the stored matrix indefinite although the exact one is positive definite, and a failed Cholesky factorisation is then a matter of precision. Nor do the theorems say anything about how F_n(x) is evaluated, whether by series, recursion or interpolation.

For Rys quadrature, what is established is the existence and uniqueness of the monic orthogonal polynomial. That its zeros in t² are distinct and lie between 0 and 1, that the weights are positive, and that the rule integrates polynomials in t² up to degree 2N−1 without error for N ≥ 1 belong to the general theory of Gauss quadrature and would need proofs of their own in Lean.

The step from these statements to a molecular calculation is the reduction of the Coulomb integral to Boys functions: the product of two Gaussians is rewritten as a single Gaussian, multiplied by a polynomial for functions beyond s type, and 1/r is expressed as an integral over Gaussians. The file starts after that reduction, with F_n(x) already given.
